# For a quadrupole density bounded by Cs², V(r)/r² tends to the one-centre field-gradient integral

## The density, its potential and the units

Let $R$ be the radius of an augmentation sphere centred on a nucleus, and let $n(s)$ be the radial factor of one $l=2$ component, $n(s)Y_{2m}$, of a charge density. In Gaussian-type atomic units, where the Poisson equation reads $\nabla^2\Phi=-4\pi\rho$, this component produces a potential $V(r)Y_{2m}$. Here $Y_{2m}$ is a real spherical harmonic, and $\rho$ counts positive charge as positive, so an electron number density enters with a minus sign.

In Lean, `n` is a function `ℝ → ℝ`, and the radii `r` and `R` are real numbers.

```lean
import Mathlib

open Filter Topology Set MeasureTheory
open scoped Real

namespace PAWFieldGradient

noncomputable section
```

Charge inside radius $r$ acts through its quadrupole moment
$$A(r)=\int_0^r n(s)\,s^4\,ds .$$

```lean
/-- Quadrupole moment of the radial density `n` inside the radius `r`. -/
def innerMoment (n : ℝ → ℝ) (r : ℝ) : ℝ := ∫ s in (0 : ℝ)..r, n s * s ^ 4
```

Charge between $r$ and $R$ acts through
$$B(r)=\int_r^R \frac{n(s)}{s}\,ds .$$

```lean
/-- Integral of `n s / s` over the shell between `r` and the sphere radius `R`. -/
def outerMoment (n : ℝ → ℝ) (R r : ℝ) : ℝ := ∫ s in r..R, n s / s
```

The multipole expansion of the Coulomb kernel, with prefactor $4\pi/(2l+1)=4\pi/5$, combines them into
$$V(r)=\frac{4\pi}{5}\left(\frac{A(r)}{r^3}+r^2B(r)\right).$$
The file takes this expression as the definition of the potential.

```lean
/-- Radial quadrupole (`l = 2`) part of the electrostatic potential of the density `n`
in a sphere of radius `R`. -/
def potential (n : ℝ → ℝ) (R r : ℝ) : ℝ :=
  4 * π / 5 * (innerMoment n r / r ^ 3 + r ^ 2 * outerMoment n R r)
```

The proposed limit of $V(r)/r^2$ is
$$q=\frac{4\pi}{5}\int_0^R\frac{n(s)}{s}\,ds .$$
If $V(r)\approx q\,r^2$ near the nucleus, then $V(r)Y_{2m}$ is approximately a quadratic polynomial in the Cartesian coordinates. Its second derivatives, which are the components of the field gradient, are constants proportional to $q$.

```lean
/-- The one-centre field-gradient integral over the sphere of radius `R`. -/
def fieldGradient (n : ℝ → ℝ) (R : ℝ) : ℝ := 4 * π / 5 * ∫ s in (0 : ℝ)..R, n s / s
```

The radial slope also has a closed form, derived further below:
$$V'(r)=\frac{4\pi}{5}\left(2rB(r)-\frac{3A(r)}{r^4}\right).$$

```lean
/-- Closed expression for the radial slope of the quadrupole potential. -/
def radialSlope (n : ℝ → ℝ) (R r : ℝ) : ℝ :=
  4 * π / 5 * (2 * r * outerMoment n R r - 3 * innerMoment n r / r ^ 4)
```

## Integrability down to the nucleus

Two hypotheses are placed on the density: `hn` says that $n$ is continuous on $[0,R]$, and `hC` says that $|n(s)|\le Cs^2$ there. The bound stands for regularity at the nucleus. Non-relativistic partial waves of angular momentum $l$ start as $s^l$, so the p–p and s–d products that feed an $l=2$ density start no lower than $s^2$. Here the bound is assumed and not derived from wave functions. Nothing is required of $n$ beyond $R$, because for $r\le R$ the integrals never reach there.

Dividing the bound by $s>0$ gives
$$\left|\frac{n(s)}{s}\right|\le Cs .$$

```lean
variable {n : ℝ → ℝ} {R C r : ℝ}

/-- A density bounded by `C s²` has `|n s / s| ≤ C s` away from the nucleus. -/
theorem abs_div_le (hC : ∀ s ∈ Icc 0 R, |n s| ≤ C * s ^ 2) {s : ℝ} (hs : s ∈ Ioc 0 R) :
    |n s / s| ≤ C * s := by
  rw [abs_div, abs_of_pos hs.1, div_le_iff₀ hs.1]
  have h := hC s ⟨hs.1.le, hs.2⟩
  linarith
```

The right-hand side is integrable on $(0,R]$, and $n(s)/s$ is continuous there, hence measurable. By domination, $n(s)/s$ is integrable and $q$ is a genuine integral. `Integrable.mono'` carries out this comparison.

```lean
/-- The field-gradient integrand `n s / s` is integrable down to the nucleus. -/
theorem integrable_div (hR : 0 ≤ R) (hn : ContinuousOn n (Icc 0 R))
    (hC : ∀ s ∈ Icc 0 R, |n s| ≤ C * s ^ 2) :
    IntervalIntegrable (fun s => n s / s) volume 0 R := by
  rw [intervalIntegrable_iff_integrableOn_Ioc_of_le hR]
  have hg : IntegrableOn (fun s : ℝ => C * s) (Ioc 0 R) := by
    rw [← intervalIntegrable_iff_integrableOn_Ioc_of_le hR]
    exact Continuous.intervalIntegrable (by fun_prop) _ _
  refine Integrable.mono' hg ?_ ?_
  · refine ContinuousOn.aestronglyMeasurable ?_ measurableSet_Ioc
    exact (hn.mono Ioc_subset_Icc_self).div continuousOn_id (fun s hs => hs.1.ne')
  · exact (ae_restrict_iff' measurableSet_Ioc).2
      (Eventually.of_forall fun s hs => abs_div_le hC hs)
```

## An explicit error at finite radius

For $0<r\le R$ the inner moment satisfies
$$|A(r)|\le\int_0^r Cs^6\,ds=\frac{Cr^7}{7},\qquad\text{so}\qquad \left|\frac{A(r)}{r^5}\right|\le\frac{Cr^2}{7}.$$
In Lean, `h` bounds the integral by that of the majorant, `e` evaluates the latter, and the last lines divide by $r^5$.

```lean
/-- For a density bounded by `C s²`, the inner quadrupole moment divided by `r⁵` is at most `C r² /
7` in absolute value. -/
theorem innerMoment_bound (hC : ∀ s ∈ Icc 0 R, |n s| ≤ C * s ^ 2) (hr : r ∈ Ioc 0 R) :
    |innerMoment n r / r ^ 5| ≤ C * r ^ 2 / 7 := by
  have h : ‖∫ s in (0 : ℝ)..r, n s * s ^ 4‖ ≤ ∫ s in (0 : ℝ)..r, C * s ^ 6 := by
    refine intervalIntegral.norm_integral_le_of_norm_le hr.1.le
      (Eventually.of_forall fun s hs => ?_) (Continuous.intervalIntegrable (by fun_prop) _ _)
    have h4 : (0 : ℝ) ≤ s ^ 4 := by positivity
    rw [Real.norm_eq_abs, abs_mul, abs_of_nonneg h4]
    have h := mul_le_mul_of_nonneg_right (hC s ⟨hs.1.le, hs.2.trans hr.2⟩) h4
    linarith
  have e : ∫ s in (0 : ℝ)..r, C * s ^ 6 = C * r ^ 7 / 7 := by
    rw [intervalIntegral.integral_const_mul, integral_pow]
    push_cast
    ring
  rw [e, Real.norm_eq_abs] at h
  have h5 : 0 < r ^ 5 := pow_pos hr.1 5
  rw [abs_div, abs_of_pos h5, div_le_iff₀ h5]
  calc |innerMoment n r| ≤ C * r ^ 7 / 7 := h
    _ = C * r ^ 2 / 7 * r ^ 5 := by ring
```

Next, split the full integral at $r$:
$$\int_0^R\frac{n}{s}\,ds=\int_0^r\frac{n}{s}\,ds+B(r).$$
The outer moment then cancels in the difference
$$\frac{V(r)}{r^2}-q=\frac{4\pi}{5}\left(\frac{A(r)}{r^5}-\int_0^r\frac{n(s)}{s}\,ds\right).$$
The remaining integral is at most $\int_0^r Cs\,ds=Cr^2/2$ in absolute value. Since $\tfrac17+\tfrac12=\tfrac9{14}$,
$$\left|\frac{V(r)}{r^2}-q\right|\le\frac{4\pi}{5}\cdot\frac{9}{14}\,Cr^2=\frac{18\pi}{35}\,Cr^2 .$$
The proof follows the same order: `hs` is the split, `hcore` the bound on the integral near the nucleus, `key` the identity after cancellation, and `hd` the sum of the two estimates.

```lean
/-- At radius `r`, `V(r)/r²` differs from the field-gradient integral by at most
`(18π/35) C r²`. -/
theorem fieldGradient_error (hn : ContinuousOn n (Icc 0 R))
    (hC : ∀ s ∈ Icc 0 R, |n s| ≤ C * s ^ 2) (hr : r ∈ Ioc 0 R) :
    |potential n R r / r ^ 2 - fieldGradient n R| ≤ 18 * π / 35 * C * r ^ 2 := by
  have hR : 0 ≤ R := hr.1.le.trans hr.2
  have hi := integrable_div hR hn hC
  have h1 : IntervalIntegrable (fun s => n s / s) volume 0 r := hi.mono_set (by
    rw [uIcc_of_le hr.1.le, uIcc_of_le hR]; exact Icc_subset_Icc le_rfl hr.2)
  have h2 : IntervalIntegrable (fun s => n s / s) volume r R := hi.mono_set (by
    rw [uIcc_of_le hr.2, uIcc_of_le hR]; exact Icc_subset_Icc hr.1.le le_rfl)
  -- split the full integral at the radius r
  have hs := intervalIntegral.integral_add_adjacent_intervals h1 h2
  have hcore : ‖∫ s in (0 : ℝ)..r, n s / s‖ ≤ ∫ s in (0 : ℝ)..r, C * s :=
    intervalIntegral.norm_integral_le_of_norm_le hr.1.le
      (Eventually.of_forall fun s hs => abs_div_le hC ⟨hs.1, hs.2.trans hr.2⟩)
      (Continuous.intervalIntegrable (by fun_prop) _ _)
  rw [intervalIntegral.integral_const_mul, integral_id, Real.norm_eq_abs] at hcore
  have key : potential n R r / r ^ 2 - fieldGradient n R =
      4 * π / 5 * (innerMoment n r / r ^ 5 - ∫ s in (0 : ℝ)..r, n s / s) := by
    have h0 : r ≠ 0 := hr.1.ne'
    simp only [potential, fieldGradient, outerMoment]
    rw [← hs]
    field_simp
    ring
  have ha := abs_le.1 (innerMoment_bound hC hr)
  have hb := abs_le.1 hcore
  have hd : |innerMoment n r / r ^ 5 - ∫ s in (0 : ℝ)..r, n s / s| ≤ 9 / 14 * C * r ^ 2 :=
    abs_le.2 ⟨by linarith [ha.1, hb.2], by linarith [ha.2, hb.1]⟩
  have hp : 0 < 4 * π / 5 := by positivity
  rw [key, abs_mul, abs_of_pos hp]
  calc _ ≤ 4 * π / 5 * (9 / 14 * C * r ^ 2) := mul_le_mul_of_nonneg_left hd hp.le
    _ = _ := by ring
```

## The limit at the nucleus

A function bounded by $Kr^2$ on $(0,R]$ tends to zero as $r$ decreases to $0$, because it is squeezed between $-Kr^2$ and $Kr^2$. The filter `𝓝[>] 0` expresses the approach through positive radii.

```lean
/-- A function bounded in absolute value by `K r²` for `0 < r ≤ R` tends to zero as `r` decreases to
`0`. -/
theorem tendsto_zero_of_sq_bound {f : ℝ → ℝ} {K : ℝ} (hR : 0 < R)
    (h : ∀ r ∈ Ioc 0 R, |f r| ≤ K * r ^ 2) : Tendsto f (𝓝[>] 0) (𝓝 0) := by
  have hK : Tendsto (fun r : ℝ => K * r ^ 2) (𝓝 0) (𝓝 (K * 0 ^ 2)) :=
    Continuous.tendsto (by fun_prop) 0
  have h0 : K * (0 : ℝ) ^ 2 = 0 := by ring
  rw [h0] at hK
  refine squeeze_zero_norm' ?_ (hK.mono_left nhdsWithin_le_nhds)
  filter_upwards [Ioo_mem_nhdsGT hR] with r hr using h r ⟨hr.1, hr.2.le⟩
```

Applying this to $V(r)/r^2-q$ and adding $q$ back gives
$$\lim_{r\downarrow0}\frac{V(r)}{r^2}=\frac{4\pi}{5}\int_0^R\frac{n(s)}{s}\,ds .$$
The theorem reads: for $R>0$, if $n$ is continuous on $[0,R]$ and bounded there by $Cs^2$, then $V(r)/r^2$ has this limit from the right.

```lean
/-- As `r` decreases to `0`, `V(r)/r²` tends to the one-centre field-gradient integral
`(4π/5) ∫₀^R n(s)/s ds`. -/
theorem potential_div_sq_tendsto (hR : 0 < R) (hn : ContinuousOn n (Icc 0 R))
    (hC : ∀ s ∈ Icc 0 R, |n s| ≤ C * s ^ 2) :
    Tendsto (fun r => potential n R r / r ^ 2) (𝓝[>] 0)
      (𝓝 (4 * π / 5 * ∫ s in (0 : ℝ)..R, n s / s)) := by
  have h := tendsto_zero_of_sq_bound hR fun r hr => fieldGradient_error hn hC hr
  have h' := h.add_const (fieldGradient n R)
  simp only [sub_add_cancel, zero_add] at h'
  exact h'
```

The result bears on the reconstruction of electric field gradients in PAW calculations, for one prescribed radial component in a single sphere. That component may be the difference between an all-electron and a pseudo density; the field gradient of the pseudo density itself, from inside the sphere as well as outside, is then a separate contribution. Charge outside the sphere, whose $l=2$ potential adds its own $r^2$ term, is not included, and neither is the assembly of the tensor from the five values of $m$.

## Radial derivatives and the Poisson equation

For $0<r<R$, the fundamental theorem of calculus gives
$$A'(r)=n(r)\,r^4,\qquad B'(r)=-\frac{n(r)}{r}.$$
The minus sign arises because $r$ is the lower limit of $B$. Only continuity is needed here, since $r$ stays away from the nucleus.

```lean
/-- Derivatives of the inner and outer moments with respect to the radius. -/
theorem moments_hasDerivAt (hn : ContinuousOn n (Icc 0 R)) (hr : r ∈ Ioo 0 R) :
    HasDerivAt (innerMoment n) (n r * r ^ 4) r ∧
      HasDerivAt (outerMoment n R) (-(n r / r)) r := by
  have hc : ContinuousOn (fun s => n s * s ^ 4) (Icc 0 R) := hn.mul (by fun_prop)
  have hd : ContinuousOn (fun s => n s / s) (Ioc 0 R) :=
    (hn.mono Ioc_subset_Icc_self).div continuousOn_id (fun s hs => hs.1.ne')
  constructor
  · exact intervalIntegral.integral_hasDerivAt_right
      ((hc.mono (Icc_subset_Icc le_rfl hr.2.le)).intervalIntegrable_of_Icc hr.1.le)
      ((hc.mono Ioo_subset_Icc_self).stronglyMeasurableAtFilter isOpen_Ioo r hr)
      (hc.continuousAt (Icc_mem_nhds hr.1 hr.2))
  · exact intervalIntegral.integral_hasDerivAt_left
      ((hd.mono fun s hs => ⟨hr.1.trans_le hs.1, hs.2⟩).intervalIntegrable_of_Icc hr.2.le)
      ((hd.mono Ioo_subset_Ioc_self).stronglyMeasurableAtFilter isOpen_Ioo r hr)
      (hd.continuousAt (Ioc_mem_nhds hr.1 hr.2))
```

Differentiating $V$, the terms $n(r)\,r$ from $A'/r^3$ and $-n(r)\,r$ from $r^2B'$ cancel, which leaves the slope stated above. Differentiating again,
$$V''=\frac{4\pi}{5}\left(2B+\frac{12A}{r^5}-5n\right)=\frac{2V}{r^2}+8\pi\frac{A}{r^5}-4\pi n .$$
Lean assembles both derivatives from the product and quotient rules, and `field_simp` and `ring` bring them to these forms.

```lean
/-- First and second radial derivatives of the quadrupole potential inside the sphere. -/
theorem potential_derivatives (hn : ContinuousOn n (Icc 0 R)) (hr : r ∈ Ioo 0 R) :
    HasDerivAt (potential n R) (radialSlope n R r) r ∧
      HasDerivAt (radialSlope n R) (2 * (potential n R r / r ^ 2)
        + 8 * π * (innerMoment n r / r ^ 5) - 4 * π * n r) r := by
  obtain ⟨hA, hB⟩ := moments_hasDerivAt hn hr
  have h0 : r ≠ 0 := hr.1.ne'
  have p2 : HasDerivAt (fun x : ℝ => x ^ 2) (2 * r) r := by simpa using hasDerivAt_pow 2 r
  have p3 : HasDerivAt (fun x : ℝ => x ^ 3) (3 * r ^ 2) r := by simpa using hasDerivAt_pow 3 r
  have p4 : HasDerivAt (fun x : ℝ => x ^ 4) (4 * r ^ 3) r := by simpa using hasDerivAt_pow 4 r
  have p1 : HasDerivAt (fun x : ℝ => 2 * x) 2 r := by simpa using (hasDerivAt_id r).const_mul 2
  constructor
  · have h : HasDerivAt (potential n R) _ r :=
      ((hA.fun_div p3 (pow_ne_zero 3 h0)).fun_add (p2.fun_mul hB)).const_mul (4 * π / 5)
    refine h.congr_deriv ?_
    simp only [radialSlope]
    field_simp
    ring
  · have h : HasDerivAt (radialSlope n R) _ r :=
      ((p1.fun_mul hB).fun_sub
        ((hA.const_mul 3).fun_div p4 (pow_ne_zero 4 h0))).const_mul (4 * π / 5)
    refine h.congr_deriv ?_
    simp only [potential]
    field_simp
    ring
```

To pass to the iterated derivative `deriv (deriv (potential n R))`, the first derivative must agree with the closed slope on a whole neighbourhood of $r$. The open interval $(0,R)$ provides one.

```lean
/-- The second derivative of the potential, written with the potential, the inner moment and
the local density. -/
theorem deriv_deriv_potential (hn : ContinuousOn n (Icc 0 R)) (hr : r ∈ Ioo 0 R) :
    deriv (deriv (potential n R)) r = 2 * (potential n R r / r ^ 2)
      + 8 * π * (innerMoment n r / r ^ 5) - 4 * π * n r := by
  have h : deriv (potential n R) =ᶠ[𝓝 r] radialSlope n R := by
    filter_upwards [Ioo_mem_nhds hr.1 hr.2] with x hx using (potential_derivatives hn hx).1.deriv
  rw [h.deriv_eq]
  exact (potential_derivatives hn hr).2.deriv
```

Substituting $V$, $V'$ and $V''$, all terms in $A$ and $B$ cancel, and
$$V''+\frac{2}{r}V'-\frac{6}{r^2}V=-4\pi n .$$
This is the radial Poisson equation with centrifugal coefficient $l(l+1)=6$. Adding a multiple of $r^{-3}$ to $V$, the potential of a point quadrupole at the nucleus, would leave this equation satisfied. Under the bound $|n(s)|\le Cs^2$ such a term is absent, because $V(r)/r^2$ has a finite limit. Adding a multiple of $r^2$ would also leave the equation satisfied, and would shift the limit of $V(r)/r^2$. Such a term comes from charge outside the sphere, which the definition of $V$ leaves out.

```lean
/-- Inside the sphere the potential obeys the radial Poisson equation for `l = 2`. -/
theorem radial_poisson (hn : ContinuousOn n (Icc 0 R)) (hr : r ∈ Ioo 0 R) :
    deriv (deriv (potential n R)) r + 2 / r * deriv (potential n R) r
      - 6 / r ^ 2 * potential n R r = -4 * π * n r := by
  have h0 : r ≠ 0 := hr.1.ne'
  rw [deriv_deriv_potential hn hr, (potential_derivatives hn hr).1.deriv]
  simp only [potential, radialSlope]
  field_simp
  ring
```

In the formula for $V''$, the bounds already found give $V/r^2\to q$, $A/r^5\to0$ and $n\to0$. Therefore
$$\lim_{r\downarrow0}V''(r)=2q .$$
Along a fixed direction the second derivative of $V(r)Y_{2m}$ is $V''(r)Y_{2m}$, so $q$ fixes the limiting curvature of this component of the potential at the nucleus. In Lean, `hV`, `hA` and `hN` are the three limits.

```lean
/-- The second radial derivative of the potential tends to twice the field-gradient integral
at the nucleus. -/
theorem second_derivative_tendsto (hR : 0 < R) (hn : ContinuousOn n (Icc 0 R))
    (hC : ∀ s ∈ Icc 0 R, |n s| ≤ C * s ^ 2) :
    Tendsto (deriv (deriv (potential n R))) (𝓝[>] 0) (𝓝 (2 * fieldGradient n R)) := by
  have hV : Tendsto (fun r => potential n R r / r ^ 2) (𝓝[>] 0) (𝓝 (fieldGradient n R)) :=
    potential_div_sq_tendsto hR hn hC
  have hA : Tendsto (fun r => innerMoment n r / r ^ 5) (𝓝[>] 0) (𝓝 0) :=
    tendsto_zero_of_sq_bound (K := C / 7) hR fun r hr =>
      (innerMoment_bound hC hr).trans_eq (by ring)
  have hN : Tendsto n (𝓝[>] 0) (𝓝 0) :=
    tendsto_zero_of_sq_bound hR fun r hr => hC r ⟨hr.1.le, hr.2⟩
  have h := ((hV.const_mul 2).add (hA.const_mul (8 * π))).sub (hN.const_mul (4 * π))
  simp only [mul_zero, add_zero, sub_zero] at h
  refine h.congr' ?_
  filter_upwards [Ioo_mem_nhdsGT hR] with r hr using (deriv_deriv_potential hn hr).symm
```

## A density for which the error is exactly quadratic

Take $n(s)=s^2$. Then $A(r)=r^7/7$ and $B(r)=(R^2-r^2)/2$, while $q=\frac{4\pi}{5}\cdot\frac{R^2}{2}$. Hence
$$\frac{V(r)}{r^2}-q=\frac{4\pi}{5}\left(\frac17-\frac12\right)r^2=-\frac{2\pi}{7}\,r^2 .$$
The quadratic order of the error bound is therefore attained, though its constant $18\pi/35$ is not the best possible. Estimating the two inner integrals together, as $\int_0^r\frac{n(s)}{s}\left(1-\frac{s^5}{r^5}\right)ds$, gives the constant $2\pi/7$ by hand, and this example attains it. Lean states the identity for every $r\ne0$; the physical range is $0<r\le R$.

```lean
/-- For the density `n(s) = s²` the deviation of `V(r)/r²` from the field-gradient integral
is exactly `-(2π/7) r²`. -/
theorem quadratic_density (R : ℝ) (hr : r ≠ 0) :
    potential (fun s => s ^ 2) R r / r ^ 2 - fieldGradient (fun s => s ^ 2) R
      = -(2 * π / 7) * r ^ 2 := by
  have h1 : ∀ s : ℝ, s ^ 2 / s = s := fun s => by
    rcases eq_or_ne s 0 with rfl | h
    · simp
    · field_simp
  have h2 : ∀ s : ℝ, s ^ 2 * s ^ 4 = s ^ 6 := fun s => by ring
  simp only [potential, fieldGradient, innerMoment, outerMoment, h1, h2, integral_pow,
    integral_id]
  push_cast
  field_simp
  ring

end

end PAWFieldGradient
```

```lean
#print axioms PAWFieldGradient.radial_poisson
#print axioms PAWFieldGradient.second_derivative_tendsto
#print axioms PAWFieldGradient.quadratic_density
```

```
'PAWFieldGradient.radial_poisson' depends on axioms: [propext, Classical.choice, Quot.sound]
'PAWFieldGradient.second_derivative_tendsto' depends on axioms: [propext, Classical.choice, Quot.sound]
'PAWFieldGradient.quadratic_density' depends on axioms: [propext, Classical.choice, Quot.sound]
```

For numbers, set $R=1$ and $r=\tfrac12$. Then $A/r^5=\tfrac1{28}$ and $B=\tfrac38$, so
$$\frac{V(r)}{r^2}=\frac{4\pi}{5}\left(\frac1{28}+\frac38\right)=\frac{23\pi}{70},\qquad q=\frac{2\pi}{5}=\frac{28\pi}{70}.$$
The difference is $-\pi/14$, as the exact formula predicts, and its size $5\pi/70$ lies below the general bound $9\pi/70$ for $C=1$.

## The same estimate for other multipoles

The argument carries over by hand to any $l\ge0$, although the file treats only $l=2$. If $n$ is continuous on $[0,R]$ with $|n(s)|\le Cs^l$, and
$$V_l(r)=\frac{4\pi}{2l+1}\left(r^{-l-1}\int_0^r n\,s^{l+2}\,ds+r^l\int_r^R n\,s^{1-l}\,ds\right),$$
then the same split at $r$ gives
$$\left|\frac{V_l(r)}{r^l}-\frac{4\pi}{2l+1}\int_0^R n\,s^{1-l}\,ds\right|\le\frac{4\pi}{2l+1}\left(\frac1{2l+3}+\frac12\right)Cr^2 .$$
For $l=0$ the limit, multiplied by $Y_{00}=1/\sqrt{4\pi}$, is the potential at the nucleus due to the spherical part of the density in the sphere.
